# A lower bound on the patch field along a differentiable vacuum path between facets at different potentials

## Potential, field and path

Let $\varphi$ be the electrostatic potential outside a crystal, as a real function on Euclidean space $E$. The patch field is $F(x) = -\nabla\varphi(x)$, the electric field that exists in vacuum because different facets of the same crystal have different potentials just outside them. The vacuum is a set $U\subseteq E$, and $\varphi$ is differentiable at every point of $U$.

A path $\gamma$ runs through $U$ during $0\le t\le 1$ with velocity $v(t)=\gamma'(t)$, one-sided at the two ends, and $\|v(t)\|\le l$ throughout. The parameter $t$ is dimensionless, so $l$ is a length. For a path run through at constant speed, the smallest admissible $l$ is its arc length. The ends $\gamma(0)$ and $\gamma(1)$ lie just outside two facets, where the potential is $p_1$ and $p_2$.

An electron has charge $-e$ with $e>0$. If $\mu$ is the Fermi level, the work function for removal to rest at the vacuum point $x$, with the image attraction between the removed electron and the crystal left out, is
$$W(x) = -e\,\varphi(x)-\mu .$$
The two facets share one $\mu$, which stands for electronic equilibrium in a single conducting crystal. Many codes write out the electron's potential energy $-e\varphi$ instead of $\varphi$; the bounds below contain absolute values, so only the factor $e$ has to be converted, not the sign.

## The field reaches $|p_1-p_2|/l$

If $p_1\neq p_2$, then $l>0$, and at some time $t$ with $0<t<1$
$$\|F(\gamma(t))\| \;\ge\; \frac{|p_1-p_2|}{l}.$$

Without the division, and also for equal potentials, there is such a $t$ with
$$|\varphi(\gamma(0))-\varphi(\gamma(1))| \;\le\; l\,\|F(\gamma(t))\| .$$

As an illustration, a step of $0.5$ V bridged by a path of length $100$ Å requires a field of at least $5$ mV/Å somewhere on that path.

## Vacuum levels read at a single point

A routine that computes a work function from a slab or a nanoparticle often takes the vacuum level from one point or one plane. It then relies on the bound in reverse: if the field strength is at most $F_{\max}$ along a path to another admissible reading point, the two readings of $\varphi$ differ by at most $l F_{\max}$, and the two work functions by at most $e\,l F_{\max}$. A residual field thus translates into an uncertainty of the reported number. For electronic structure calculations the bound is a consistency check between a potential and its field, with the potential taken as a given differentiable function and not derived from a charge density.

Differentiability matters in periodic slab calculations. A dipole correction for a slab with two unlike faces can place a jump of the potential in the vacuum. A path across that jump violates the hypothesis, and the field on both sides may be zero although the levels differ. The check applies to paths that stay on one side.

## From the chain rule to the field strength

Follow the potential along the path by setting $f(t)=\varphi(\gamma(t))$. The chain rule gives
$$f'(t)=\nabla\varphi(\gamma(t))\cdot v(t) = -F(\gamma(t))\cdot v(t).$$
The function $f$ is continuous on $[0,1]$ and differentiable inside, so the mean value theorem supplies a $t$ with $0<t<1$ and
$$f'(t)=\frac{f(1)-f(0)}{1-0}.$$
Changing the sign on both sides,
$$F(\gamma(t))\cdot v(t)=\varphi(\gamma(0))-\varphi(\gamma(1)).$$
At this moment the inner product of field and velocity equals the whole potential drop. By the Cauchy–Schwarz inequality and the speed bound,
$$|\varphi(\gamma(0))-\varphi(\gamma(1))|\le \|F(\gamma(t))\|\,\|v(t)\|\le l\,\|F(\gamma(t))\|.$$
Now insert $p_1$ and $p_2$. If they differ, the left side is positive, so the product $l\,\|F(\gamma(t))\|$ is positive. Since a norm is not negative, $l>0$, and division by $l$ gives the bound.

**Work functions.** The common Fermi level cancels:
$$W(\gamma(0))-W(\gamma(1))=-e\,[\varphi(\gamma(0))-\varphi(\gamma(1))].$$
Taking absolute values and multiplying the previous estimate by $e$ gives $|W(\gamma(0))-W(\gamma(1))|\le e\,l\,\|F(\gamma(t))\|$.

**Equality in a uniform field.** Take $\varphi(x)=-E_0\,u\cdot x$ with a unit vector $u$, so that $F=E_0u$ everywhere. Along $\gamma(t)=a+t\,l\,u$ with $l\ge 0$ the velocity is $l\,u$, of norm $l$, and
$$\varphi(a)-\varphi(a+l\,u)=-E_0\,u\cdot a+E_0\,u\cdot a+E_0\,l=l\,E_0 .$$
Its absolute value is $l\,|E_0|=l\,\|F\|$. The bound is attained, and its constant is optimal.

**The limit of short paths.** Suppose that paths $\gamma_n$ in $U$ have speed bounds $l_n\to0$, while each bridges a potential step of at least a fixed $\delta>0$. If the field strength in $U$ were at most some $M$, then $\delta\le l_nM$ for every $n$. The right side tends to zero, which contradicts $\delta>0$, so the field in $U$ is unbounded. This is the situation at an ideal sharp edge where each facet keeps its own constant potential right up to the edge. At a real edge the potential varies smoothly over atomic distances, and the step between neighbouring points shrinks with their separation. At $l=0$ itself the path stands still, both ends coincide, and the undivided inequality reads $0\le0$.

**Forces along a reaction path.** The same argument applies when $\varphi$ is the potential energy of $N$ atoms as a function on $\mathbb{R}^{3N}$, differentiable at every point of the path, and $F=-\nabla\varphi$ is the force on all of them. If a differentiable path with speed at most $l$ leads from a minimum to a configuration higher in energy by $\Delta V>0$, the norm of the total $3N$-component force reaches at least $\Delta V/l$ on the way.

## Differentiable potentials and paths in Lean

```lean
import Mathlib

open Set Filter Topology

namespace PatchFields

noncomputable section

variable {E : Type*} [NormedAddCommGroup E] [InnerProductSpace ℝ E] [CompleteSpace E]

/-- The electric field `-∇φ` of the electrostatic potential `φ`, at a point where `φ` is
differentiable. -/
def patchField (φ : E → ℝ) (x : E) : E := -gradient φ x

/-- The work function for an electron of charge `-e` taken from the Fermi level `μ` to rest at
the vacuum point `x`, where the potential is `φ x`. -/
def workFunction (e μ : ℝ) (φ : E → ℝ) (x : E) : ℝ := -e * φ x - μ

/-- The path `γ`, run through during the time interval `[0,1]`, stays in the region `U` and has
velocity `v` of magnitude at most `l`. -/
structure IsPathIn (U : Set E) (γ v : ℝ → E) (l : ℝ) : Prop where
  mem : ∀ t ∈ Icc (0 : ℝ) 1, γ t ∈ U
  velocity : ∀ t ∈ Icc (0 : ℝ) 1, HasDerivWithinAt γ (v t) (Icc 0 1) t
  speed : ∀ t ∈ Icc (0 : ℝ) 1, ‖v t‖ ≤ l

/-- Along a path in a region where the potential is differentiable, the potential changes at the
rate minus the inner product of field and velocity. -/
theorem potential_rate {U : Set E} {φ : E → ℝ} {γ v : ℝ → E} {l : ℝ}
    (hφ : ∀ x ∈ U, DifferentiableAt ℝ φ x) (hγ : IsPathIn U γ v l)
    {t : ℝ} (ht : t ∈ Icc (0 : ℝ) 1) :
    HasDerivWithinAt (fun s => φ (γ s)) (-inner ℝ (patchField φ (γ t)) (v t)) (Icc 0 1) t := by
  have h := (hφ _ (hγ.mem t ht)).hasGradientAt.hasFDerivAt.comp_hasDerivWithinAt t
    (hγ.velocity t ht)
  refine h.congr_deriv ?_
  simp [patchField]

/-- For a potential differentiable on the region of the path, there is a moment at which the
inner product of field and velocity equals the whole potential drop between the ends. -/
theorem exists_tangential_field {U : Set E} {φ : E → ℝ} {γ v : ℝ → E} {l : ℝ}
    (hφ : ∀ x ∈ U, DifferentiableAt ℝ φ x) (hγ : IsPathIn U γ v l) :
    ∃ t ∈ Ioo (0 : ℝ) 1, inner ℝ (patchField φ (γ t)) (v t) = φ (γ 0) - φ (γ 1) := by
  -- the mean value theorem for the potential seen along the path
  obtain ⟨t, ht, h⟩ := exists_hasDerivAt_eq_slope (fun s => φ (γ s))
    (fun s => -inner ℝ (patchField φ (γ s)) (v s)) (zero_lt_one' ℝ)
    (fun s hs => (potential_rate hφ hγ hs).continuousWithinAt)
    (fun s hs => (potential_rate hφ hγ (Ioo_subset_Icc_self hs)).hasDerivAt
      (Icc_mem_nhds hs.1 hs.2))
  refine ⟨t, ht, ?_⟩
  rw [sub_zero, div_one] at h
  linarith

/-- For a potential differentiable on the region of a path with speed at most `l`, the potential
difference between the ends is at most `l` times the field strength somewhere on the path. -/
theorem potential_difference_le {U : Set E} {φ : E → ℝ} {γ v : ℝ → E} {l : ℝ}
    (hφ : ∀ x ∈ U, DifferentiableAt ℝ φ x) (hγ : IsPathIn U γ v l) :
    ∃ t ∈ Ioo (0 : ℝ) 1, |φ (γ 0) - φ (γ 1)| ≤ l * ‖patchField φ (γ t)‖ := by
  obtain ⟨t, ht, h⟩ := exists_tangential_field hφ hγ
  refine ⟨t, ht, ?_⟩
  rw [← h]
  -- Cauchy-Schwarz, then the bound on the speed
  calc |inner ℝ (patchField φ (γ t)) (v t)|
      ≤ ‖patchField φ (γ t)‖ * ‖v t‖ := abs_real_inner_le_norm _ _
    _ ≤ ‖patchField φ (γ t)‖ * l :=
        mul_le_mul_of_nonneg_left (hγ.speed t (Ioo_subset_Icc_self ht)) (norm_nonneg _)
    _ = l * ‖patchField φ (γ t)‖ := mul_comm _ _

/-- Let a path with speed at most `l` join points at different potentials `p₁` and `p₂`, in a
region where the potential is differentiable. Then `l` is positive, and somewhere on the path the
patch field is at least `|p₁ - p₂| / l`. -/
theorem patch_field_lower_bound {U : Set E} {φ : E → ℝ} {γ v : ℝ → E} {l p₁ p₂ : ℝ}
    (hφ : ∀ x ∈ U, DifferentiableAt ℝ φ x) (hγ : IsPathIn U γ v l)
    (h₁ : φ (γ 0) = p₁) (h₂ : φ (γ 1) = p₂) (hp : p₁ ≠ p₂) :
    0 < l ∧ ∃ t ∈ Ioo (0 : ℝ) 1, |p₁ - p₂| / l ≤ ‖patchField φ (γ t)‖ := by
  obtain ⟨t, ht, h⟩ := potential_difference_le hφ hγ
  rw [h₁, h₂] at h
  have hpos : 0 < |p₁ - p₂| := abs_pos.mpr (sub_ne_zero.mpr hp)
  -- a path of zero speed could not connect different potentials
  have hl : 0 < l := pos_of_mul_pos_left (hpos.trans_le h) (norm_nonneg _)
  refine ⟨hl, t, ht, ?_⟩
  rw [div_le_iff₀ hl]
  linarith

/-- For an electron of charge `-e` with `e > 0`, and for facets with a common Fermi level, joined by
a path with speed at most `l` in a region where the potential is differentiable, the work-function
difference is at most `e l` times the field strength somewhere on the path. -/
theorem work_function_difference_le {U : Set E} {φ : E → ℝ} {γ v : ℝ → E} {l e : ℝ} (μ : ℝ)
    (he : 0 < e) (hφ : ∀ x ∈ U, DifferentiableAt ℝ φ x) (hγ : IsPathIn U γ v l) :
    ∃ t ∈ Ioo (0 : ℝ) 1,
      |workFunction e μ φ (γ 0) - workFunction e μ φ (γ 1)|
        ≤ e * (l * ‖patchField φ (γ t)‖) := by
  obtain ⟨t, ht, h⟩ := potential_difference_le hφ hγ
  refine ⟨t, ht, ?_⟩
  -- the common Fermi level cancels
  have hW : workFunction e μ φ (γ 0) - workFunction e μ φ (γ 1)
      = -(e * (φ (γ 0) - φ (γ 1))) := by
    unfold workFunction
    ring
  rw [hW, abs_neg, abs_mul, abs_of_pos he]
  exact mul_le_mul_of_nonneg_left h he.le

/-- If paths with speed bounds tending to zero all bridge a potential step of at least `δ > 0`,
in a region where the potential is differentiable, then the field in that region is unbounded. -/
theorem field_unbounded_of_short_paths {U : Set E} {φ : E → ℝ} {γ v : ℕ → ℝ → E} {l : ℕ → ℝ}
    {δ : ℝ} (hφ : ∀ x ∈ U, DifferentiableAt ℝ φ x) (hγ : ∀ n, IsPathIn U (γ n) (v n) (l n))
    (hl : Tendsto l atTop (𝓝 0)) (hδ : 0 < δ)
    (hstep : ∀ n, δ ≤ |φ (γ n 0) - φ (γ n 1)|) (M : ℝ) :
    ∃ x ∈ U, M < ‖patchField φ x‖ := by
  by_contra hcon
  have hM : ∀ x ∈ U, ‖patchField φ x‖ ≤ M := fun x hx =>
    le_of_not_gt fun hlt => hcon ⟨x, hx, hlt⟩
  have hbound : ∀ n, δ ≤ l n * M := by
    intro n
    obtain ⟨t, ht, h⟩ := potential_difference_le hφ (hγ n)
    have ht' := Ioo_subset_Icc_self ht
    have hln : 0 ≤ l n := (norm_nonneg _).trans ((hγ n).speed t ht')
    exact (hstep n).trans (h.trans
      (mul_le_mul_of_nonneg_left (hM _ ((hγ n).mem t ht')) hln))
  -- a bounded field could not sustain the step over vanishing lengths
  have hlim : Tendsto (fun n => l n * M) atTop (𝓝 0) := by
    simpa using hl.mul_const M
  exact absurd (ge_of_tendsto' hlim hbound) (not_le_of_gt hδ)

/-- The potential `-F·x` of a uniform field `F`. -/
def uniformPotential (F x : E) : ℝ := -inner ℝ F x

/-- The field of the potential `-F·x` is `F` at every point. -/
theorem patchField_uniform (F x : E) : patchField (uniformPotential F) x = F := by
  have hfun : uniformPotential F = fun y => (InnerProductSpace.toDual ℝ E (-F)) y := by
    funext y
    simp [uniformPotential]
  have h : HasGradientAt (uniformPotential F) (-F) x := by
    rw [hasGradientAt_iff_hasFDerivAt, hfun]
    exact (InnerProductSpace.toDual ℝ E (-F)).hasFDerivAt
  rw [patchField, h.gradient, neg_neg]

/-- On a straight path of length `l` along the unit vector `u`, in a uniform field `E₀ u`, the
absolute potential difference between the ends equals `l` times the field strength. -/
theorem uniform_field_sharp (a u : E) (hu : ‖u‖ = 1) (E₀ : ℝ) {l : ℝ} (hl : 0 ≤ l) :
    IsPathIn univ (fun t => a + (t * l) • u) (fun _ => l • u) l ∧
      ∀ x, |uniformPotential (E₀ • u) a - uniformPotential (E₀ • u) (a + l • u)|
        = l * ‖patchField (uniformPotential (E₀ • u)) x‖ := by
  refine ⟨⟨fun _ _ => mem_univ _, fun t _ => ?_, fun _ _ => ?_⟩, fun x => ?_⟩
  · have h := (((hasDerivAt_id' t).mul_const l).smul_const u).const_add a
    rw [one_mul] at h
    exact h.hasDerivWithinAt
  · rw [norm_smul, hu, mul_one, Real.norm_eq_abs, abs_of_nonneg hl]
  · have h : uniformPotential (E₀ • u) a - uniformPotential (E₀ • u) (a + l • u) = l * E₀ := by
      simp only [uniformPotential, inner_add_right, real_inner_smul_left,
        real_inner_smul_right, real_inner_self_eq_norm_sq, hu]
      ring
    rw [h, patchField_uniform, norm_smul, hu, mul_one, Real.norm_eq_abs, abs_mul,
      abs_of_nonneg hl]

end

end PatchFields
```

```lean
#print axioms PatchFields.patch_field_lower_bound
#print axioms PatchFields.work_function_difference_le
#print axioms PatchFields.field_unbounded_of_short_paths
#print axioms PatchFields.uniform_field_sharp
```

```
'PatchFields.patch_field_lower_bound' depends on axioms: [propext, Classical.choice, Quot.sound]
'PatchFields.work_function_difference_le' depends on axioms: [propext, Classical.choice, Quot.sound]
'PatchFields.field_unbounded_of_short_paths' depends on axioms: [propext, Classical.choice, Quot.sound]
'PatchFields.uniform_field_sharp' depends on axioms: [propext, Classical.choice, Quot.sound]
```

The type `E` is a real Hilbert space. Three-dimensional Euclidean space is one instance, and nothing in the file depends on the dimension. The potential is a function `φ : E → ℝ` on the whole space, but only its behaviour at and near the points of `U` is used. The hypothesis `hφ` requires `DifferentiableAt ℝ φ x` for every `x ∈ U`. This is differentiability in all directions of `E`, also at the two ends of the path, so the ends must be vacuum points at which the potential has no kink.

`IsPathIn U γ v l` collects the three conditions on a path:

- `mem` keeps it in `U`.
- `velocity` makes `v t` its derivative relative to the interval `Icc 0 1`, which is the one-sided derivative at the ends.
- `speed` bounds the norm of the velocity by `l`.

Neither the velocity nor the gradient has to be continuous, so a $C^1$ potential and a $C^1$ path are covered as a special case.

`patch_field_lower_bound` is the main statement. Its hypotheses `h₁` and `h₂` name the end potentials `p₁` and `p₂`, and `hp` says that they differ. The conclusion has two parts: `0 < l`, and a time `t` in the open interval `Ioo 0 1` at which the field strength is at least `|p₁ - p₂| / l`. The positivity of `l` is derived, not assumed.

The proof keeps the order of the derivation:

- `potential_rate` is the chain rule. It composes the derivative of `φ`, expressed through its gradient, with the derivative of the path, and `simp` puts the minus sign of `patchField` in place.
- `exists_tangential_field` applies Mathlib's mean value theorem `exists_hasDerivAt_eq_slope`. That theorem needs continuity on the closed interval and an ordinary derivative inside; at an interior time the derivative relative to the interval is an ordinary one, which is the role of `Icc_mem_nhds`. The closing `linarith` changes the sign.
- `potential_difference_le` is the `calc` chain of Cauchy–Schwarz (`abs_real_inner_le_norm`) and the speed bound.
- `patch_field_lower_bound` obtains `0 < l` from the positive product by `pos_of_mul_pos_left` and then divides.

`work_function_difference_le` cancels `μ` with `ring` and multiplies by `e`. `field_unbounded_of_short_paths` argues by contradiction: `hbound` is the inequality $\delta\le l_nM$, and `ge_of_tendsto'` carries it to the limit. Its conclusion holds for every real `M`: some point of `U` has a field stronger than `M`. `patchField_uniform` computes the field of a linear potential, and `uniform_field_sharp` verifies both that the straight line is an admissible path and that equality holds on it.

## One strong point on each path, for a given potential

For every potential and path that meet the hypotheses, the field strength reaches the stated value at some interior time. The theorem doesn't locate that time, and it gives no upper bound on the field. The field may be much stronger elsewhere, and it may be much weaker over most of the path.

The potential is an input. Poisson's equation, the surface charges and the electronic structure that produce the step between the facets play no part, and neither does the question of whether a given crystal has such a step. The common Fermi level is likewise assumed, through the single `μ` in `work_function_difference_le`. Two separate conductors, or an insulating slab with a field inside it, need a separate argument for it.

In a code, three differences from the theorem deserve attention:

- **Sampling.** The strong point can lie between grid points. A maximum over sampled field values may therefore fall below $|p_1-p_2|/l$, on a coarse grid even far below, without any error in the potential, and a test should allow for that.
- **Corners.** A polyline run through at constant speed has no velocity at its corners, so it doesn't satisfy `IsPathIn`. Each of its straight segments does, provided that it stays in the vacuum.
- **Interpolation.** A piecewise linear interpolant of the potential generally has kinks at cell boundaries, where `hφ` fails. A differentiable interpolant, with the field taken as minus its own gradient, meets the hypothesis.
